# For $a,k>0$, the instantaneous-nucleation current $a(1-e^{-kt})/\sqrt t$ has one peak, at $kt=z$, where $z>0$ and $e^z=1+2z$

Step an electrode to a potential at which metal deposits as fast as diffusion supplies its ions, and let all nuclei appear at once, at random positions. The diffusion zones around them spread and merge, and the current first rises and then falls. In the Scharifker–Hills model, in units where its two constants equal one, the current at time $t>0$ is

$$i(t)=\frac{1-e^{-t}}{\sqrt t}.$$

The numerator grows as the zones cover the electrode, and the denominator describes the depletion of the solution. The slope of $i$ has the sign of $1+2t-e^{t}$. The line $1+2t$ and the exponential meet at $t=0$, and because the exponential is strictly convex they meet only once more, at $t=z\approx1.256$. Before $z$ the line is on top and the current rises; after $z$ the exponential is on top and the current falls.

## One number $z$ for every prefactor and rate

With the constants restored, the current is

$$i(t)=\frac{a\,(1-e^{-kt})}{\sqrt t},\qquad t>0.$$

The Cottrell prefactor $a>0$ sets the current $a/\sqrt t$ of planar diffusion to a fully covered electrode. The rate $k>0$ stands for the number of nuclei per area times the constant rate at which the area of a single zone grows. For randomly placed nuclei, overlap then leaves the covered fraction $1-e^{-kt}$. The letter $k$ is neither Boltzmann's constant nor the dimensionless growth constant that often carries this letter in nucleation theory, and $z$ is not a charge number.

There is one $z$ with $1<z<3/2$, the only positive root of $e^z=1+2z$, such that for all $a,k>0$ the current at every positive time other than $t_m=z/k$ is strictly below $i_m=i(t_m)$. Two relations follow:

$$i_m^2\,t_m=\left(\frac{2az}{1+2z}\right)^2,$$

$$\left(\frac{i(s\,t_m)}{i_m}\right)^2=\left(\frac{1+2z}{2z}\right)^2\frac{(1-e^{-zs})^2}{s},\qquad s>0.$$

The first is free of $k$, and the second is free of both $a$ and $k$.

## Peak readings as starting values and checks

A fitting routine can turn the peak of a transient into starting values:

$$k=\frac{z}{t_m},\qquad a=\frac{1+2z}{2z}\,i_m\sqrt{t_m}.$$

When the concentration, the electrode area and the number of electrons transferred per ion are known, $a^2$ gives the diffusion coefficient. A deposition simulation can also be compared with the reduced curve, as long as it describes simultaneous nucleation at random positions, zones that all grow in area at the same constant rate, and planar diffusion into the covered part.

The interval $(1,3/2)$ is a safe bracket for bisection. It excludes the root at zero, to which Newton's method converges from any start below $\ln 2$.

Time has to be counted from the moment of nucleation, because an uncorrected induction delay shifts $t_m$ and spoils both starting values. If the program counts cathodic current as negative, $i$ is its magnitude.

## From convexity to the peak

**The chord inequality.** Let $0<x<y$. The point $x$ is the weighted mean of $0$ and $y$ with weights $1-x/y$ and $x/y$, so strict convexity gives

$$e^x<\left(1-\frac xy\right)+\frac xy\,e^y.$$

Multiplying by $y$ and rearranging gives

$$y\,(e^x-1)<x\,(e^y-1).$$

The chord slope $(e^x-1)/x$ therefore increases strictly.

**The line and the exponential.** Let $z>0$ satisfy $e^z-1=2z$. If $0<x<z$, the chord inequality with $y=z$ reads $z(e^x-1)<2zx$, so $e^x<1+2x$. If $x>z$, the same inequality for the pair $z<x$ reads $2zx<z(e^x-1)$, so $e^x>1+2x$. No other positive number can be a root.

**The root exists.** Put $f(x)=e^x-1-2x$. Then $f(1)=e-3<0$. Since $e^{1/2}\ge 1+\tfrac12$,

$$e^{3/2}=e\cdot e^{1/2}\ge 1.5\,e>4,$$

and so $f(3/2)=e^{3/2}-4>0$. By continuity $f$ vanishes between $1$ and $3/2$.

**The slope of the current.** The quotient rule gives

$$i'(t)=\frac{a k e^{-kt}\sqrt t-a(1-e^{-kt})/(2\sqrt t)}{t}
=\frac{a\left[(1+2kt)e^{-kt}-1\right]}{2t\sqrt t}.$$

Multiplying the bracket by $e^{kt}>0$ turns it into $1+2kt-e^{kt}$. With $x=kt$ this is positive for $kt<z$ and negative for $kt>z$. The current rises strictly up to $z/k$ and falls strictly afterwards.

**The peak product and the reduced curve.** At any $t>0$, squaring the current gives $i(t)^2\,t=a^2(1-e^{-kt})^2$. At the peak $e^{-kt_m}=e^{-z}=1/(1+2z)$, so the covered fraction is $2z/(1+2z)$, which gives the product. At $t=s\,t_m$ we have $kt=zs$, hence

$$i(s\,t_m)^2=\frac{a^2(1-e^{-zs})^2}{s\,t_m}.$$

Dividing by $i_m^2=a^2\,(2z/(1+2z))^2/t_m$ cancels $a$ and $t_m$ and leaves the reduced curve.

**Progressive nucleation.** If nuclei keep appearing at a constant rate, the usual simplified current is $a(1-e^{-bt^2})/\sqrt t$ with $b>0$. Its slope has the sign of $1+4x-e^x$ with $x=bt^2$. The same convexity argument gives one peak, at $t=\sqrt{w/b}$, where $w$ is the only positive root of $e^w=1+4w$ and lies between $2$ and $5/2$. The Lean theorems below treat only the exponent linear in $t$.

## The Lean file

```lean
import Mathlib

open Real

namespace InstantaneousNucleation

noncomputable section

/-- Current of an instantaneous-nucleation transient at time `t > 0`, with Cottrell
prefactor `a` and coverage rate `k`. -/
def current (a k t : ℝ) : ℝ := a * (1 - exp (-(k * t))) / √t

/-- The chord slope `(exp x - 1) / x` of the exponential increases strictly on `x > 0`,
written here without division. -/
theorem exp_chord_lt {x y : ℝ} (hx : 0 < x) (hxy : x < y) :
    y * (exp x - 1) < x * (exp y - 1) := by
  have hy : 0 < y := hx.trans hxy
  have hb : x / y * y = x := by field_simp
  have hb1 : x / y < 1 := (div_lt_one hy).2 hxy
  -- strict convexity between 0 and y, at the intermediate point x
  have h := strictConvexOn_exp.2 (Set.mem_univ (0 : ℝ)) (Set.mem_univ y) hy.ne
    (show 0 < 1 - x / y by linarith) (show 0 < x / y from div_pos hx hy) (by ring)
  simp only [smul_eq_mul] at h
  rw [mul_zero, zero_add, hb, exp_zero] at h
  have h2 := mul_lt_mul_of_pos_left h hy
  have e2 : y * ((1 - x / y) * 1 + x / y * exp y) = y - x + x * exp y := by
    linear_combination (exp y - 1) * hb
  rw [e2] at h2
  linarith

/-- Below a positive root `z` of `exp z = 1 + 2 z`, the exponential lies under the line
`1 + 2 x` for `x > 0`. -/
theorem exp_lt_line {x z : ℝ} (hz : exp z = 1 + 2 * z) (hx : 0 < x) (hxz : x < z) :
    exp x < 1 + 2 * x := by
  have h := exp_chord_lt hx hxz
  rw [hz] at h
  have h' : z * (exp x - 1) < z * (2 * x) := by linarith
  have := lt_of_mul_lt_mul_left h' (hx.trans hxz).le
  linarith

/-- Above a positive root `z` of `exp z = 1 + 2 z`, the exponential lies over the line
`1 + 2 x`. -/
theorem line_lt_exp {x z : ℝ} (hz : exp z = 1 + 2 * z) (hz0 : 0 < z) (hzx : z < x) :
    1 + 2 * x < exp x := by
  have h := exp_chord_lt hz0 hzx
  rw [hz] at h
  have h' : z * (2 * x) < z * (exp x - 1) := by linarith
  have := lt_of_mul_lt_mul_left h' hz0.le
  linarith

/-- The slope of the current transient at any time `t > 0`. -/
theorem hasDerivAt_current (a k : ℝ) {t : ℝ} (ht : 0 < t) :
    HasDerivAt (current a k)
      (a * ((1 + 2 * (k * t)) * exp (-(k * t)) - 1) / (2 * t * √t)) t := by
  have hs : √t ≠ 0 := (Real.sqrt_pos.2 ht).ne'
  have h1 : HasDerivAt (fun s : ℝ => exp (-(k * s))) (exp (-(k * t)) * (-(k * 1))) t :=
    (((hasDerivAt_id' t).const_mul k).fun_neg).exp
  have h2 := ((h1.const_sub 1).const_mul a).fun_div (Real.hasDerivAt_sqrt ht.ne') hs
  -- the quotient rule, simplified with s = √t
  have alg : ∀ E s : ℝ, s ≠ 0 →
      (a * (-(E * (-(k * 1)))) * s - a * (1 - E) * (1 / (2 * s))) / s ^ 2
        = a * ((1 + 2 * (k * s ^ 2)) * E - 1) / (2 * s ^ 2 * s) := by
    intro E s hs
    field_simp
    ring
  refine h2.congr_deriv ?_
  have h := alg (exp (-(k * t))) (√t) hs
  simpa only [Real.sq_sqrt ht.le] using h

/-- For positive `a` and `k` and a positive root `z` of `exp z = 1 + 2 z`, the current at
any other positive time is strictly smaller than the current at `z / k`. -/
theorem current_lt_peak {a k z t : ℝ} (ha : 0 < a) (hk : 0 < k) (hz0 : 0 < z)
    (hz : exp z = 1 + 2 * z) (ht : 0 < t) (hne : t ≠ z / k) :
    current a k t < current a k (z / k) := by
  have hone : ∀ s : ℝ, exp (k * s) * exp (-(k * s)) = 1 := by
    intro s
    rw [← Real.exp_add, add_neg_cancel, Real.exp_zero]
  have hm : 0 < z / k := div_pos hz0 hk
  rcases lt_or_gt_of_ne hne with h | h
  · -- the current rises before the peak
    have mono : StrictMonoOn (current a k) (Set.Icc t (z / k)) := by
      apply strictMonoOn_of_deriv_pos (convex_Icc _ _)
      · exact fun s hs =>
          (hasDerivAt_current a k (ht.trans_le hs.1)).continuousAt.continuousWithinAt
      · intro s hs
        rw [interior_Icc] at hs
        have hs0 : 0 < s := ht.trans hs.1
        have hks : k * s < z := by
          have := (lt_div_iff₀ hk).1 hs.2
          linarith
        rw [(hasDerivAt_current a k hs0).deriv]
        have hE := mul_lt_mul_of_pos_right (exp_lt_line hz (mul_pos hk hs0) hks)
          (exp_pos (-(k * s)))
        rw [hone] at hE
        exact div_pos (mul_pos ha (sub_pos.2 hE)) (by positivity)
    exact mono (Set.left_mem_Icc.2 h.le) (Set.right_mem_Icc.2 h.le) h
  · -- the current falls after the peak
    have anti : StrictAntiOn (current a k) (Set.Icc (z / k) t) := by
      apply strictAntiOn_of_deriv_neg (convex_Icc _ _)
      · exact fun s hs =>
          (hasDerivAt_current a k (hm.trans_le hs.1)).continuousAt.continuousWithinAt
      · intro s hs
        rw [interior_Icc] at hs
        have hs0 : 0 < s := hm.trans hs.1
        have hks : z < k * s := by
          have := (div_lt_iff₀ hk).1 hs.1
          linarith
        rw [(hasDerivAt_current a k hs0).deriv]
        have hE := mul_lt_mul_of_pos_right (line_lt_exp hz hz0 hks) (exp_pos (-(k * s)))
        rw [hone] at hE
        exact div_neg_of_neg_of_pos (mul_neg_of_pos_of_neg ha (sub_neg.2 hE))
          (by positivity)
    exact anti (Set.left_mem_Icc.2 h.le) (Set.right_mem_Icc.2 h.le) h

/-- There is a number `z` between 1 and 3/2, the only positive root of `exp z = 1 + 2 z`,
such that for every positive prefactor `a` and rate `k` the current on `t > 0` has its
strict global maximum at `t = z / k`. -/
theorem exists_universal_peak :
    ∃ z : ℝ, 1 < z ∧ z < 3 / 2 ∧ (∀ y : ℝ, 0 < y → (exp y = 1 + 2 * y ↔ y = z)) ∧
      ∀ a k : ℝ, 0 < a → 0 < k → ∀ t : ℝ, 0 < t → t ≠ z / k →
        current a k t < current a k (z / k) := by
  have hc : ContinuousOn (fun x : ℝ => exp x - (1 + 2 * x)) (Set.Icc 1 (3 / 2)) := by
    fun_prop
  have h1 : exp 1 - (1 + 2 * 1) < 0 := by
    have := Real.exp_one_lt_d9
    linarith
  have h2 : 0 < exp (3 / 2) - (1 + 2 * (3 / 2)) := by
    have e : exp (3 / 2) = exp 1 * exp (1 / 2) := by
      rw [← Real.exp_add]
      norm_num
    have p := Real.exp_one_gt_d9
    have q := Real.add_one_le_exp (1 / 2 : ℝ)
    rw [e]
    nlinarith
  -- a sign change between 1 and 3/2 gives the root
  obtain ⟨z, hz, hroot⟩ := intermediate_value_Ioo (by norm_num) hc ⟨h1, h2⟩
  have hz' : exp z = 1 + 2 * z := sub_eq_zero.1 hroot
  have hz0 : 0 < z := one_pos.trans hz.1
  refine ⟨z, hz.1, hz.2, fun y hy => ⟨fun h => ?_, fun h => h ▸ hz'⟩,
    fun a k ha hk t ht hne => current_lt_peak ha hk hz0 hz' ht hne⟩
  rcases lt_trichotomy y z with hlt | heq | hgt
  · exact absurd h (exp_lt_line hz' hy hlt).ne
  · exact heq
  · exact absurd h (line_lt_exp hz' hz0 hgt).ne'

/-- At any time `t > 0`, the squared current times the time is the squared prefactor times
the squared coverage `1 - exp (-k t)`. -/
theorem current_sq_mul_time (a k : ℝ) {t : ℝ} (ht : 0 < t) :
    current a k t ^ 2 * t = (a * (1 - exp (-(k * t)))) ^ 2 := by
  unfold current
  rw [div_pow, Real.sq_sqrt ht.le]
  field_simp

/-- For `k > 0` and a positive root `z` of `exp z = 1 + 2 z`, the squared current at time
`z / k` times that time is given by `a` and `z` alone. -/
theorem peak_product (a : ℝ) {k z : ℝ} (hk : 0 < k) (hz0 : 0 < z)
    (hz : exp z = 1 + 2 * z) :
    current a k (z / k) ^ 2 * (z / k) = (a * (2 * z / (1 + 2 * z))) ^ 2 := by
  have hkz : k * (z / k) = z := by field_simp
  have h1 : 1 + 2 * z ≠ 0 := by positivity
  have hcov : 1 - (1 + 2 * z)⁻¹ = 2 * z / (1 + 2 * z) := by
    field_simp
    ring
  rw [current_sq_mul_time a k (div_pos hz0 hk), hkz, Real.exp_neg, hz, hcov]

/-- For `a ≠ 0`, `k > 0` and a positive root `z` of `exp z = 1 + 2 z`, the squared current
in units of its value at `z / k` is a function of the reduced time `s > 0` free of `a`
and `k`. -/
theorem reduced_transient {a k z s : ℝ} (ha : a ≠ 0) (hk : 0 < k) (hz0 : 0 < z)
    (hz : exp z = 1 + 2 * z) (hs : 0 < s) :
    (current a k (s * (z / k)) / current a k (z / k)) ^ 2
      = ((1 + 2 * z) / (2 * z)) ^ 2 * (1 - exp (-(z * s))) ^ 2 / s := by
  have hm : 0 < z / k := div_pos hz0 hk
  have h1 : 1 + 2 * z ≠ 0 := by positivity
  have hP := peak_product a hk hz0 hz
  have hQ := current_sq_mul_time a k (mul_pos hs hm)
  have harg : k * (s * (z / k)) = z * s := by field_simp
  rw [harg] at hQ
  -- solve both relations for the squared currents and divide
  rw [div_pow, eq_div_of_mul_eq hm.ne' hP, eq_div_of_mul_eq (mul_pos hs hm).ne' hQ]
  generalize 1 - exp (-(z * s)) = w
  field_simp

end

end InstantaneousNucleation
```

```lean
#print axioms InstantaneousNucleation.current_lt_peak
#print axioms InstantaneousNucleation.exists_universal_peak
#print axioms InstantaneousNucleation.reduced_transient
```

```
'InstantaneousNucleation.current_lt_peak' depends on axioms: [propext, Classical.choice, Quot.sound]
'InstantaneousNucleation.exists_universal_peak' depends on axioms: [propext, Classical.choice, Quot.sound]
'InstantaneousNucleation.reduced_transient' depends on axioms: [propext, Classical.choice, Quot.sound]
```

## How the Lean statements express the peak

The function `current a k t` is the current above, with all quantities real numbers. Units are left to the reader: $kt$ is dimensionless, and $a$ has the unit of current times the square root of time.

In `exists_universal_peak` the order of the quantifiers carries the universality: `z` is chosen first, and `a` and `k` come afterwards. The equivalence `exp y = 1 + 2 * y ↔ y = z`, for every `y` with `0 < y`, says that `z` is a root and the only positive one. The last clause compares the current at any positive `t ≠ z / k` with the current at `z / k`. The inequality is strict, so the maximum over all positive times is attained there and nowhere else.

The theorem `peak_product` gives $i_m^2t_m$ for any real `a`. In `reduced_transient` the hypothesis `a ≠ 0` keeps the current at `z / k` from vanishing. This theorem is about the squared ratio; for $a>0$ both currents are positive, and the ratio itself is the positive square root. Both theorems take a positive root `z` as a hypothesis, and `exists_universal_peak` supplies it.

## How the lemmas build the peak

`exp_chord_lt` applies Mathlib's strict convexity of the exponential, `strictConvexOn_exp`, at the points $0$ and $y$ with the weights used above. `exp_lt_line` and `line_lt_exp` insert the root equation and cancel the positive factor $z$.

`hasDerivAt_current` assembles the derivative from the chain and quotient rules. Its inner identity `alg` does the simplification with $s=\sqrt t$ as the variable, after which $s^2$ is replaced by $t$.

`current_lt_peak` splits into times before and after `z / k`. In each case it works on the closed interval between the two times and determines the sign of the derivative in the interior. To do so, it multiplies the inequality between line and exponential by $e^{-ks}$, where $s$ is now a time in that interval, and uses $e^{ks}e^{-ks}=1$. The criteria `strictMonoOn_of_deriv_pos` and `strictAntiOn_of_deriv_neg` then give the rise and the fall.

`exists_universal_peak` gets the root from `intermediate_value_Ioo`, with Mathlib's decimal bounds on $e$ for the signs at the two ends. Uniqueness comes from comparing a second root with `z`: smaller and larger are both excluded by the line lemmas.

`current_sq_mul_time` squares away the root in the denominator. `peak_product` evaluates the result at the peak, and `reduced_transient` solves two such relations for the squared currents and divides them.

## A real transient must first obey the current law

The theorems start from the formula for the current. That a given electrode or simulation follows it is a physical assumption: the nuclei appear together and at random positions, their zones grow in area at a constant rate, and the flux into the covered part is that of planar diffusion with a constant prefactor. Double-layer charging, side reactions and slow charge transfer add to the current or change its form, and can move the peak.

The proved location of the root is the interval $(1,3/2)$; the decimal value in the opening comes from ordinary numerical evaluation. The theorems concern real numbers, so rounding in a program and the resolution of sampled data need their own error estimates.
